# On a connected lattice with nonpositive hopping, two positive one-orbital ground-state densities share a potential exactly when they are proportional

Suppose a molecule is divided into two fragments whose densities $a$ and $b$ both extend over the same grid. Each fragment is described by a single orbital, $\sqrt a$ or $\sqrt b$, which should be the lowest state of an effective one-particle Hamiltonian. One can give each fragment its own effective potential, or ask both to live in the same one. When does the second arrangement reproduce both densities?

Let the grid have finitely many sites, at least one, and let the Hamiltonian be $H = T + \operatorname{diag} v$. The matrix $T$ is real symmetric with $T_{ij}\le 0$ for $i\ne j$, as for the three-point finite-difference form of $-\tfrac12\nabla^2$. Both densities are positive at every site. Separate potentials then always exist. If, in addition, any two sites are joined by a chain of nonzero entries of $T$, a common potential exists exactly when $b$ is a multiple of $a$. For embedding methods this means that, in a finite non-interacting model with one orbital per fragment and a connected hopping matrix of this sign, a shared total potential cannot produce two fragment densities of different shape as ground states.

## Excess energy as a sum over hops

Let $H\psi = E\psi$, and let $f\psi$ be the vector with components $f_i\psi_i$. Its energy relative to $E$, multiplied by its squared norm because $f\psi$ need not be normalised, is

$$
\Delta = \sum_{i,j} T_{ij}\, f_i\psi_i f_j\psi_j + \sum_i (v_i - E) f_i^2\psi_i^2 .
$$

The eigenvalue equation says $(v_i-E)\psi_i = -\sum_j T_{ij}\psi_j$. Multiplying it by $f_i^2\psi_i$ and inserting the result removes the potential:

$$
\Delta = \sum_{i,j} T_{ij}\psi_i\psi_j\,(f_if_j - f_i^2).
$$

Exchanging $i$ and $j$ and using $T_{ij}=T_{ji}$ gives the same expression with $f_j^2$ in place of $f_i^2$. The average of the two forms is

$$
\Delta = -\tfrac12\sum_{i,j} T_{ij}\psi_i\psi_j\,(f_i-f_j)^2 .
$$

Now let $\psi$ be positive. The diagonal terms vanish, and each off-diagonal term of the sum is nonpositive, so $\Delta\ge 0$. Every vector $x$ has the form $f\psi$ with $f_i = x_i/\psi_i$. A positive eigenvector is therefore a lowest one.

If $\varphi=f\psi$ is another eigenvector with energy $E$, then $\Delta=0$. Terms of one sign that add to zero are all zero, so $f_i=f_j$ whenever $T_{ij}\neq0$. If any two sites are joined by a chain of nonzero entries of $T$, this equality reaches every site, and $\varphi$ is a multiple of $\psi$.

## From densities to potentials

The eigenvalue equation for $\sqrt a$ at site $i$ is $(T\sqrt a)_i + v_i\sqrt{a_i} = E\sqrt{a_i}$. Solving for the potential gives

$$
v_i = u_{a,i} + E,\qquad u_{a,i} = -\frac{(T\sqrt a)_i}{\sqrt{a_i}} .
$$

Conversely, the potential $u_a + c$ makes $\sqrt a$ an eigenvector with energy $c$, and positivity makes it lowest. So $u_a$ and $u_b$ serve as separate potentials.

Suppose one $v$ serves both, with energies $E$ and $F$. Each energy is a lower bound for the other, so $E=F$. If $T$ is connected in the sense above, uniqueness gives $\sqrt b = k\sqrt a$, hence $b=k^2a$. In the other direction, if $b=ca$, then $c>0$ and $\sqrt b=\sqrt c\,\sqrt a$, so $u_a$ serves both.

For a dimer with sites $0$ and $1$, zero diagonal and hopping $-1$, take $a=(1,4)/5$ and $b=(4,1)/5$. The normalised orbitals are $(1,2)/\sqrt5$ and $(2,1)/\sqrt5$, and the potentials are $u_a=(2,\tfrac12)$ and $u_b=(\tfrac12,2)$. These do not differ by a constant, so no potential is common to both.

Connectivity is needed for the "only if" direction. If the sites fall into two groups with no hopping between them, doubling $a$ on one group gives a density that is not proportional to $a$ but has the same fragment potential. This argument and the dimer's densities, orbitals and potentials are worked out here by hand and do not occur in the Lean file.

## The lattice model in Lean

```lean
import Mathlib

open Matrix

namespace FragmentPotentials

noncomputable section

variable {n : Type*} [Fintype n] [DecidableEq n]
variable {T : Matrix n n ℝ} {v ψ φ a b : n → ℝ} {E : ℝ}
```

The type `n` is the set of sites. Densities, potentials and orbitals are all real functions on it.

```lean
/-- A hopping matrix: real symmetric with nonpositive off-diagonal entries. -/
structure IsHopping (T : Matrix n n ℝ) : Prop where
  symm : T.IsSymm
  nonpos : ∀ i j, i ≠ j → T i j ≤ 0
```

The diagonal of `T` is unrestricted. The sign condition excludes many kinetic-energy matrices, including higher-order finite-difference stencils with positive off-diagonal entries.

```lean
/-- Any two sites are joined by a chain of nonzero entries of `T`. -/
def IsConnected (T : Matrix n n ℝ) : Prop :=
  ∀ i j, Relation.ReflTransGen (fun k l => T k l ≠ 0) i j
```

Connectivity is a separate hypothesis, because the existence of separate potentials does not use it.

```lean
/-- The one-particle Hamiltonian with hopping `T` and local potential `v`. -/
def hamiltonian (T : Matrix n n ℝ) (v : n → ℝ) : Matrix n n ℝ := T + diagonal v
```

There is no interaction term. Any effect of the other fragment has to enter through the local potential `v`.

```lean
/-- `ψ` is a lowest eigenvector of `H`: it is nonzero, and its eigenvalue bounds the
quadratic form of `H` from below. -/
def IsGroundState (H : Matrix n n ℝ) (ψ : n → ℝ) : Prop :=
  ψ ≠ 0 ∧ ∃ E : ℝ, H *ᵥ ψ = E • ψ ∧ ∀ x, E * (x ⬝ᵥ x) ≤ x ⬝ᵥ (H *ᵥ x)
```

Here `*ᵥ` is the matrix-vector product and `⬝ᵥ` the dot product. The inequality is the variational principle without normalisation, with $x$ ranging over all real vectors.

```lean
/-- The orbital `√a` belonging to a nonnegative density `a`. -/
def amplitude (a : n → ℝ) : n → ℝ := fun i => √(a i)
```

The vector `amplitude a` has squared norm $N_a=\sum_i a_i$, the particle number of the fragment. The normalised orbital is $\sqrt{a/N_a}$.

```lean
/-- The fragment potential `-(T √a) / √a`, intended for densities `a` that are positive at every
site. -/
def fragmentPotential (T : Matrix n n ℝ) (a : n → ℝ) : n → ℝ :=
  fun i => -(T *ᵥ amplitude a) i / amplitude a i
```

This is $u_a$, with its additive constant chosen so that $\sqrt a$ has energy zero.

## The energy identity and its consequences

```lean
/-- The Hamiltonian acts by hopping plus multiplication by the potential. -/
theorem hamiltonian_apply (T : Matrix n n ℝ) (v ψ : n → ℝ) (i : n) :
    (hamiltonian T v *ᵥ ψ) i = (T *ᵥ ψ) i + v i * ψ i := by
  rw [hamiltonian, Matrix.add_mulVec, Pi.add_apply, Matrix.mulVec_diagonal]
```

This lemma writes the action of $H$ site by site, the form in which the eigenvalue equation is used later.

```lean
/-- For symmetric `T` and an eigenvector `ψ` of energy `E`, the energy of `f ψ` relative to `E`
is a sum over hops of squared differences of `f`. -/
theorem excess_energy (hT : T.IsSymm) (hE : hamiltonian T v *ᵥ ψ = E • ψ) (f : n → ℝ) :
    (f * ψ) ⬝ᵥ (hamiltonian T v *ᵥ (f * ψ)) - E * ((f * ψ) ⬝ᵥ (f * ψ)) =
      -(1 / 2) * ∑ i, ∑ j, T i j * ψ i * ψ j * (f i - f j) ^ 2 := by
  -- the eigenvalue equation removes the potential
  have h1 : (f * ψ) ⬝ᵥ (hamiltonian T v *ᵥ (f * ψ)) - E * ((f * ψ) ⬝ᵥ (f * ψ)) =
      ∑ i, ∑ j, T i j * ψ i * ψ j * (f i * f j - f i ^ 2) := by
    simp only [dotProduct, Finset.mul_sum, ← Finset.sum_sub_distrib]
    refine Finset.sum_congr rfl fun i _ => ?_
    have h : _ = E * ψ i := congrFun hE i
    rw [hamiltonian_apply] at h
    have hs : ∑ j, T i j * ψ i * ψ j * (f i * f j - f i ^ 2) =
        f i * ψ i * (T *ᵥ (f * ψ)) i - f i ^ 2 * ψ i * (T *ᵥ ψ) i := by
      simp only [mulVec, dotProduct, Finset.mul_sum, ← Finset.sum_sub_distrib, Pi.mul_apply]
      exact Finset.sum_congr rfl fun j _ => by ring
    rw [hs, hamiltonian_apply]
    simp only [Pi.mul_apply]
    linear_combination (f i ^ 2 * ψ i) * h
  -- symmetrise over the two ends of each hop
  have h2 : ∑ i, ∑ j, T i j * ψ i * ψ j * (f i * f j - f i ^ 2) =
      ∑ i, ∑ j, T i j * ψ i * ψ j * (f i * f j - f j ^ 2) := by
    rw [Finset.sum_comm]
    refine Finset.sum_congr rfl fun i _ => Finset.sum_congr rfl fun j _ => ?_
    rw [hT.apply i j]
    ring
  have h3 : ∑ i, ∑ j, T i j * ψ i * ψ j * (f i * f j - f i ^ 2) +
      ∑ i, ∑ j, T i j * ψ i * ψ j * (f i * f j - f j ^ 2) +
      ∑ i, ∑ j, T i j * ψ i * ψ j * (f i - f j) ^ 2 = 0 := by
    simp only [← Finset.sum_add_distrib]
    exact Finset.sum_eq_zero fun i _ => Finset.sum_eq_zero fun j _ => by ring
  linarith
```

The three intermediate statements follow the derivation above. In `h1` the potential is eliminated: `linear_combination (f i ^ 2 * ψ i) * h` multiplies the eigenvalue equation by $f_i^2\psi_i$. In `h2` the two summation indices are exchanged by `Finset.sum_comm`, and the symmetry of `T` restores the original coefficients. Then `h3` records that the two forms of the sum and the sum of squares add to zero, from which `linarith` obtains the factor $-\tfrac12$. No sign condition on $T$ or $\psi$ has been used so far.

```lean
omit [Fintype n] in
/-- For a hopping matrix and a positive `ψ`, each hop contributes with one sign. -/
theorem hop_term_nonpos (hT : IsHopping T) (hψ : ∀ i, 0 < ψ i) (f : n → ℝ) (i j : n) :
    T i j * ψ i * ψ j * (f i - f j) ^ 2 ≤ 0 := by
  by_cases h : i = j
  · subst h
    simp
  · have h1 := mul_nonneg (mul_pos (hψ i) (hψ j)).le (sq_nonneg (f i - f j))
    have h2 := mul_nonpos_of_nonpos_of_nonneg (hT.nonpos i j h) h1
    linarith
```

The case `i = j` is treated separately because the diagonal of `T` may have either sign. There the squared difference vanishes.

```lean
/-- For a hopping matrix, the energy of a positive eigenvector is a lower bound for the
quadratic form of the Hamiltonian. -/
theorem positive_eigenvector_lowest (hT : IsHopping T) (hψ : ∀ i, 0 < ψ i)
    (hE : hamiltonian T v *ᵥ ψ = E • ψ) (x : n → ℝ) :
    E * (x ⬝ᵥ x) ≤ x ⬝ᵥ (hamiltonian T v *ᵥ x) := by
  obtain ⟨f, rfl⟩ : ∃ f : n → ℝ, f * ψ = x :=
    ⟨fun i => x i / ψ i, funext fun i => div_mul_cancel₀ _ (hψ i).ne'⟩
  have h := excess_energy hT.symm hE f
  have hs := Finset.sum_nonpos fun i (_ : i ∈ Finset.univ) =>
    Finset.sum_nonpos fun j (_ : j ∈ Finset.univ) => hop_term_nonpos hT hψ f i j
  linarith
```

The first step replaces an arbitrary `x` by `f * ψ` with $f_i=x_i/\psi_i$, which is possible because $\psi$ is positive. The identity and the sign of its terms then give the bound.

```lean
/-- For a connected hopping matrix, every eigenvector with the same energy as a positive
eigenvector `ψ` is a multiple of `ψ`. -/
theorem positive_eigenvector_unique [Nonempty n] (hT : IsHopping T) (hc : IsConnected T)
    (hψ : ∀ i, 0 < ψ i) (hE : hamiltonian T v *ᵥ ψ = E • ψ)
    (hφ : hamiltonian T v *ᵥ φ = E • φ) : ∃ c : ℝ, φ = c • ψ := by
  obtain ⟨f, hf⟩ : ∃ f : n → ℝ, f * ψ = φ :=
    ⟨fun i => φ i / ψ i, funext fun i => div_mul_cancel₀ _ (hψ i).ne'⟩
  have h := excess_energy hT.symm hE f
  rw [hf, hφ, dotProduct_smul, smul_eq_mul, sub_self] at h
  have hz : ∑ i, ∑ j, T i j * ψ i * ψ j * (f i - f j) ^ 2 = 0 := by linarith
  -- a vanishing sum of terms of one sign vanishes term by term
  have hstep : ∀ i j, T i j ≠ 0 → f i = f j := by
    intro i j hij
    have h1 := (Finset.sum_eq_zero_iff_of_nonpos fun i _ =>
      Finset.sum_nonpos fun j _ => hop_term_nonpos hT hψ f i j).1 hz i (Finset.mem_univ i)
    have h2 := (Finset.sum_eq_zero_iff_of_nonpos fun j _ =>
      hop_term_nonpos hT hψ f i j).1 h1 j (Finset.mem_univ j)
    simpa [hij, (hψ i).ne', (hψ j).ne', sub_eq_zero] using h2
  obtain ⟨o⟩ := ‹Nonempty n›
  have hconst : ∀ i, f o = f i := by
    intro i
    induction hc o i with
    | refl => rfl
    | tail _ hkl ih => exact ih.trans (hstep _ _ hkl)
  refine ⟨f o, funext fun i => ?_⟩
  rw [← hf, Pi.mul_apply, Pi.smul_apply, smul_eq_mul, hconst i]
```

Substituting the eigenvalue equation for `φ` makes the excess energy zero. Two applications of `Finset.sum_eq_zero_iff_of_nonpos`, one for each summation, show that every term vanishes. This gives `hstep`: $f$ takes equal values at the two ends of each nonzero hop.

## Induction along a chain of hops

The passage from single hops to the whole lattice rests on Mathlib's `Relation.ReflTransGen`, the reflexive transitive closure of a relation. It is an inductive proposition with two constructors. `refl` says that a site is reached from itself, and `tail` extends a chain from `o` to `k` by one more step from `k` to `l`. In `IsConnected` a step is a nonzero entry `T k l`.

Because chains are built this way, `induction hc o i` yields exactly two cases for the claim `f o = f i`. For `refl` both sides are the same. For `tail` the induction hypothesis `ih` gives $f_o=f_k$, the last hop `hkl` gives $f_k=f_l$ through `hstep`, and `ih.trans` joins them. No path has to be stored as a list, and no path length is needed. The one-site lattice is included, since `refl` connects its only site to itself.

## Separate and common potentials

```lean
/-- For a hopping matrix and a positive density `a`, the orbital `√a` is a lowest eigenvector
exactly when the potential is the fragment potential of `a` up to a constant. -/
theorem ground_iff_fragmentPotential [Nonempty n] (hT : IsHopping T) (ha : ∀ i, 0 < a i)
    (v : n → ℝ) : IsGroundState (hamiltonian T v) (amplitude a) ↔
      ∃ c : ℝ, ∀ i, v i = fragmentPotential T a i + c := by
  have hp : ∀ i, 0 < amplitude a i := fun i => Real.sqrt_pos.2 (ha i)
  have hu : ∀ i, fragmentPotential T a i * amplitude a i = -(T *ᵥ amplitude a) i :=
    fun i => div_mul_cancel₀ _ (hp i).ne'
  constructor
  · rintro ⟨_, E, hE, _⟩
    refine ⟨E, fun i => mul_right_cancel₀ (hp i).ne' ?_⟩
    have h : _ = E * amplitude a i := congrFun hE i
    rw [hamiltonian_apply] at h
    linear_combination h - hu i
  · rintro ⟨c, hv⟩
    have hE : hamiltonian T v *ᵥ amplitude a = c • amplitude a := by
      funext i
      rw [hamiltonian_apply, Pi.smul_apply, smul_eq_mul, hv i]
      linear_combination hu i
    obtain ⟨o⟩ := ‹Nonempty n›
    exact ⟨fun h => (hp o).ne' (congrFun h o), c, hE, positive_eigenvector_lowest hT hp hE⟩
```

This theorem settles the case of separate potentials. With `c` equal to zero it says that the fragment potential of `a` makes $\sqrt a$ a lowest eigenvector, and the same holds for `b`. It also says that no other potential does so, apart from constant shifts. In the forward direction the constant supplied is the eigenvalue `E`, and the common factor $\sqrt{a_i}$ is cancelled by `mul_right_cancel₀`. In the reverse direction the eigenvalue equation is verified at each site, and `positive_eigenvector_lowest` supplies the variational bound.

```lean
omit [DecidableEq n] in
/-- An energy that bounds the quadratic form from below is at most any eigenvalue. -/
theorem bound_le_eigenvalue {H : Matrix n n ℝ} {F : ℝ} (h0 : φ ≠ 0)
    (hF : H *ᵥ φ = F • φ) (hE : ∀ x, E * (x ⬝ᵥ x) ≤ x ⬝ᵥ (H *ᵥ x)) : E ≤ F := by
  obtain ⟨i, hi⟩ := Function.ne_iff.1 h0
  have hpos : 0 < φ ⬝ᵥ φ := Finset.sum_pos' (fun j _ => mul_self_nonneg (φ j))
    ⟨i, Finset.mem_univ i, mul_self_pos.2 hi⟩
  have h := hE φ
  rw [hF, dotProduct_smul, smul_eq_mul] at h
  exact le_of_mul_le_mul_right h hpos
```

Inserting the eigenvector `φ` into the bound gives $E\,(\varphi\cdot\varphi)\le F\,(\varphi\cdot\varphi)$. Since $\varphi\ne0$, the positive factor can be divided out.

```lean
/-- For a connected hopping matrix and positive densities `a` and `b`, one common potential
makes both `√a` and `√b` lowest eigenvectors exactly when `b` is a multiple of `a`. -/
theorem common_potential_iff [Nonempty n] (hT : IsHopping T) (hc : IsConnected T)
    (ha : ∀ i, 0 < a i) (hb : ∀ i, 0 < b i) :
    (∃ v, IsGroundState (hamiltonian T v) (amplitude a) ∧
      IsGroundState (hamiltonian T v) (amplitude b)) ↔ ∃ c : ℝ, b = c • a := by
  constructor
  · rintro ⟨v, ⟨ha0, E, hE, hEmin⟩, ⟨hb0, F, hF, hFmin⟩⟩
    -- both orbitals have the same energy, hence they are proportional
    rw [le_antisymm (bound_le_eigenvalue ha0 hE hFmin) (bound_le_eigenvalue hb0 hF hEmin)] at hF
    obtain ⟨k, hk⟩ :=
      positive_eigenvector_unique hT hc (fun i => Real.sqrt_pos.2 (ha i)) hE hF
    refine ⟨k ^ 2, funext fun i => ?_⟩
    have h : √(b i) = k * √(a i) := congrFun hk i
    rw [Pi.smul_apply, smul_eq_mul, ← Real.sq_sqrt (hb i).le, h, mul_pow,
      Real.sq_sqrt (ha i).le]
  · rintro ⟨c, hbc⟩
    have hamp : amplitude b = √c • amplitude a := by
      funext i
      change √(b i) = √c * √(a i)
      rw [hbc, Pi.smul_apply, smul_eq_mul, Real.sqrt_mul' _ (ha i).le]
    have hg := (ground_iff_fragmentPotential hT ha (fragmentPotential T a)).2
      ⟨0, fun i => (add_zero _).symm⟩
    obtain ⟨o⟩ := ‹Nonempty n›
    refine ⟨_, hg, fun h => (Real.sqrt_pos.2 (hb o)).ne' (congrFun h o), ?_⟩
    obtain ⟨_, E, hE, hmin⟩ := hg
    exact ⟨E, by rw [hamp, Matrix.mulVec_smul, hE, smul_comm], hmin⟩
```

The left side of the equivalence asks for a single `v` that serves both orbitals, and the right side says that the densities have the same shape. The constant `c` is not required to be positive, because the positivity of both densities already forces it.

In the forward direction, `le_antisymm` combines the two energy bounds into $E=F$. The uniqueness theorem then provides `k`, and squaring $\sqrt{b_i}=k\sqrt{a_i}$ gives the constant `k ^ 2`. In the reverse direction, `hamp` is the scaling relation $\sqrt b=\sqrt c\,\sqrt a$. The potential is the fragment potential of `a`, and the eigenvalue equation carries over to $\sqrt b$ by linearity.

```lean
/-- The two-site chain with hopping `-1` is a connected hopping matrix. -/
theorem dimer_witness :
    IsHopping !![(0 : ℝ), -1; -1, 0] ∧ IsConnected !![(0 : ℝ), -1; -1, 0] := by
  refine ⟨⟨Matrix.IsSymm.ext fun i j => by fin_cases i <;> fin_cases j <;> simp,
    fun i j _ => by fin_cases i <;> fin_cases j <;> simp⟩, fun i j => ?_⟩
  fin_cases i <;> fin_cases j
  · exact Relation.ReflTransGen.refl
  · exact Relation.ReflTransGen.single (by simp)
  · exact Relation.ReflTransGen.single (by simp)
  · exact Relation.ReflTransGen.refl

end

end FragmentPotentials
```

The dimer satisfies both conditions on `T`, so the theorems apply to it. Its two sites are joined by a single hop in either direction.

```lean
#print axioms FragmentPotentials.ground_iff_fragmentPotential
#print axioms FragmentPotentials.common_potential_iff
```

```
'FragmentPotentials.ground_iff_fragmentPotential' depends on axioms: [propext, Classical.choice, Quot.sound]
'FragmentPotentials.common_potential_iff' depends on axioms: [propext, Classical.choice, Quot.sound]
```
